# Finite-dimensional representations of p2gg have even dimension at momentum (π, 0), but not always at (π, π)

In a two-dimensional crystal with two perpendicular glide lines, do energy bands have to meet at the corners and edge midpoints of the Brillouin zone? For a theorem, the symmetry group can be given abstractly, by generators and relations, or as a set of actual motions of the plane. Here it is the second. The glides are maps of ℝ × ℝ, the group is whatever they generate, and the relations between them are computed.

## Two glides and two momenta

Measure lengths in lattice constants, separately along x and y. The glides are

g₁(x, y) = (x + 1/2, −y + 1/2)

g₂(x, y) = (−x + 1/2, y + 1/2)

They generate the plane group p2gg. Write t(a, b) for the translation by integers a and b. On Bloch states of momentum k it acts as the phase exp(i(k₁a + k₂b)). At k = (π, 0) this is (−1)^a, and at k = (π, π) it is (−1)^(a+b). Both phases are real, so the sign convention in the exponent does not matter.

At (π, 0), every finite-dimensional complex representation of the group has even dimension, and a two-dimensional one exists. At (π, π) there is a one-dimensional representation.

For non-interacting, spinless electrons this bears on band structure as follows. Let H be the Bloch Hamiltonian at (π, 0), and let a level of H have finite degeneracy d. Each glide sends the momentum (π, 0) to itself or to (−π, 0), which differs from it by a reciprocal lattice vector, so the symmetry operations act on the Bloch states at this momentum. They commute with H and therefore map the eigenspace to itself. In a basis of that space they become d × d matrices forming a representation, and d is even. This passage from a Hamiltonian to matrices is the step that connects the theorem to a real crystal; the Lean statement begins with the matrices.

## Why the dimension is even at (π, 0)

Apply the maps from right to left:

g₁g₁(x, y) = (x + 1, y), so g₁² = t(1, 0)

g₂g₂(x, y) = (x, y + 1), so g₂² = t(0, 1)

g₁g₂(x, y) = (−x + 1, −y)

g₂g₁(x, y) = (−x, −y + 1)

The last two results differ by a lattice vector:

g₁g₂ = t(1, −1) g₂g₁

Let X and Y be the n × n matrices of g₁ and g₂. At (π, 0) the translation t(1, −1) acts as −1, hence

XY = −YX

Taking determinants gives

det X · det Y = (−1)ⁿ det Y · det X

Both matrices are invertible, because group elements have inverses. The determinants therefore cancel, leaving (−1)ⁿ = 1, so n is even. The value n = 0 is allowed and causes no trouble. At the other edge midpoint, (0, π), the translation t(1, −1) also acts as −1, so the same argument applies; the Lean file does not state that case.

At (π, π) the same translation acts as (−1)^(1−1) = 1. The glide matrices commute, and the argument gives no restriction.

## Functions that carry the representations

For (π, 0), take the column u = (cos πx, sin πx). The glides change it as follows:

u(g₁r) = (−sin πx, cos πx) = A u(r), with A = [0, −1; 1, 0]

u(g₂r) = (sin πx, cos πx) = B u(r), with B = [0, 1; 1, 0]

A translation multiplies u by (−1)^a. If u(gr) = M(g)u(r) and u(hr) = M(h)u(r), then

u(ghr) = M(g)u(hr) = M(g)M(h)u(r)

so the mixing matrices multiply as the motions do. Many textbooks act on functions by ψ(g⁻¹r); here the column is evaluated at the moved point, without an inverse.

For (π, π), take the single function

φ(x, y) = cos πx cos πy + i sin πx sin πy

Under g₁, cos πx becomes −sin πx and sin πx becomes cos πx, while cos πy and sin πy change places. Thus

φ(g₁r) = −sin πx sin πy + i cos πx cos πy = iφ(r)

Under g₂ the roles of x and y are exchanged, and the result is again iφ(r). A translation multiplies φ by (−1)^(a+b). Each glide is represented by the number i, whose square −1 is the phase of a unit translation.

## Reading the Lean statements

`Equiv.Perm (ℝ × ℝ)` is the group of all bijections of the plane, with composition as product. `glideX`, `glideY` and `shift a b` are g₁, g₂ and t(a, b). The subgroup `p2gg` is the closure of the two glides, and `gX`, `gY` and `T a b` are the same motions regarded as its elements.

A representation is a homomorphism `D : p2gg →* Matrix (Fin n) (Fin n) ℂ`. Unitarity is not assumed. The momentum enters through the hypothesis `h`, which says that `D (T a b)` is (−1)^a times the identity matrix for all integers a and b. The conclusion of `even_dimension` is `Even n`. The two existence theorems provide a `D` with the stated translation phases, for n = 2 and n = 1.

The model contains spatial operations only. Spin-1/2 representations are absent, and so is time reversal. The latter matters at (π, π): for spinless electrons with a real Hamiltonian, complex conjugation turns the glide eigenvalue i into −i at the same energy, so levels pair there too. The one-dimensional representation shows that the glides alone do not force this.

## The complete file

```lean
import Mathlib

open Matrix
open scoped Real

namespace GlideBandSticking

noncomputable section

/-- The glide (x, y) ↦ (x + 1/2, -y + 1/2). -/
def glideX : Equiv.Perm (ℝ × ℝ) where
  toFun r := (r.1 + 1 / 2, -r.2 + 1 / 2)
  invFun r := (r.1 - 1 / 2, -r.2 + 1 / 2)
  left_inv r := by ext <;> dsimp only <;> ring
  right_inv r := by ext <;> dsimp only <;> ring

/-- The glide (x, y) ↦ (-x + 1/2, y + 1/2). -/
def glideY : Equiv.Perm (ℝ × ℝ) where
  toFun r := (-r.1 + 1 / 2, r.2 + 1 / 2)
  invFun r := (-r.1 + 1 / 2, r.2 - 1 / 2)
  left_inv r := by ext <;> dsimp only <;> ring
  right_inv r := by ext <;> dsimp only <;> ring

/-- The lattice translation (x, y) ↦ (x + a, y + b). -/
def shift (a b : ℤ) : Equiv.Perm (ℝ × ℝ) where
  toFun r := (r.1 + a, r.2 + b)
  invFun r := (r.1 - a, r.2 - b)
  left_inv r := by ext <;> dsimp only <;> ring
  right_inv r := by ext <;> dsimp only <;> ring

/-- The plane group generated by the two glides. -/
def p2gg : Subgroup (Equiv.Perm (ℝ × ℝ)) := Subgroup.closure {glideX, glideY}

/-- Each glide squares to a unit translation, and the two glides commute up to the
translation (1, -1). -/
theorem glide_relations : glideX * glideX = shift 1 0 ∧ glideY * glideY = shift 0 1 ∧
    glideX * glideY = shift 1 (-1) * (glideY * glideX) := by
  refine ⟨?_, ?_, ?_⟩ <;> ext r <;>
    simp only [Equiv.Perm.mul_apply, glideX, glideY, shift, Equiv.coe_fn_mk] <;>
    push_cast <;> ring

/-- Every integer translation is a product of the two glides and their inverses. -/
theorem shift_mem (a b : ℤ) : shift a b ∈ p2gg := by
  have hX : glideX ∈ p2gg := Subgroup.subset_closure (by simp)
  have hY : glideY ∈ p2gg := Subgroup.subset_closure (by simp)
  have hmul (a b c d : ℤ) : shift a b * shift c d = shift (a + c) (b + d) := by
    ext r <;> simp only [Equiv.Perm.mul_apply, shift, Equiv.coe_fn_mk] <;> push_cast <;> ring
  have h0 : shift 0 0 = 1 := by ext r <;> simp [shift]
  -- integer multiples of a translation in the group stay in the group
  have key (c d : ℤ) (h : shift c d ∈ p2gg) (k : ℤ) : shift (k * c) (k * d) ∈ p2gg := by
    refine Int.induction_on k ?_ (fun m ih => ?_) (fun m ih => ?_)
    · simp only [zero_mul, h0]
      exact one_mem _
    · simpa only [add_mul, one_mul, hmul] using mul_mem ih h
    · exact (p2gg.mul_mem_cancel_right h).1
        (by simpa only [hmul, sub_mul, one_mul, sub_add_cancel] using ih)
  have h1 := key 1 0 (glide_relations.1 ▸ mul_mem hX hX) a
  have h2 := key 0 1 (glide_relations.2.1 ▸ mul_mem hY hY) b
  simpa [hmul] using mul_mem h1 h2

/-- The first glide as a group element. -/
def gX : p2gg := ⟨glideX, Subgroup.subset_closure (by simp)⟩

/-- The second glide as a group element. -/
def gY : p2gg := ⟨glideY, Subgroup.subset_closure (by simp)⟩

/-- The translation by (a, b) as a group element. -/
def T (a b : ℤ) : p2gg := ⟨shift a b, shift_mem a b⟩

/-- If translations act as (-1)^a, the matrices of the two glides anticommute. -/
theorem glides_anticommute {n : ℕ} (D : p2gg →* Matrix (Fin n) (Fin n) ℂ)
    (h : ∀ a b : ℤ, D (T a b) = ((-1 : ℂ) ^ a) • 1) :
    D gX * D gY = -(D gY * D gX) := by
  have e : gX * gY = T 1 (-1) * (gY * gX) := Subtype.ext glide_relations.2.2
  rw [← map_mul, e, map_mul, h, map_mul]
  simp

/-- A finite-dimensional complex representation in which the translation by (a, b) acts as (-1)^a
has even dimension. -/
theorem even_dimension {n : ℕ} (D : p2gg →* Matrix (Fin n) (Fin n) ℂ)
    (h : ∀ a b : ℤ, D (T a b) = ((-1 : ℂ) ^ a) • 1) : Even n := by
  have hdet (g : p2gg) : (D g).det ≠ 0 := by
    intro h0
    have e : D g * D g⁻¹ = 1 := by rw [← map_mul, mul_inv_cancel, map_one]
    have e' := congrArg Matrix.det e
    rw [Matrix.det_mul, h0, zero_mul, Matrix.det_one] at e'
    exact zero_ne_one e'
  -- compare the determinants of the two orderings of the glides
  have hd := congrArg Matrix.det (glides_anticommute D h)
  rw [Matrix.det_mul, Matrix.det_neg, Matrix.det_mul, Fintype.card_fin] at hd
  by_contra hn
  rw [(Nat.not_even_iff_odd.1 hn).neg_one_pow] at hd
  exact mul_ne_zero (hdet gX) (hdet gY) (by linear_combination hd / 2)

/-- Functions u on the plane that the glides mix linearly, that translations multiply by χ(a, b),
and whose column equals the j-th standard basis vector at the point p j, yield a representation with
translations acting as χ. -/
theorem rep_of_multiplet {n : ℕ} (u : ℝ × ℝ → Fin n → ℂ) (p : Fin n → ℝ × ℝ)
    (hp : ∀ i j, u (p j) i = (1 : Matrix (Fin n) (Fin n) ℂ) i j)
    (A B : Matrix (Fin n) (Fin n) ℂ) (hA : ∀ r, u (glideX r) = A *ᵥ u r)
    (hB : ∀ r, u (glideY r) = B *ᵥ u r) (χ : ℤ → ℤ → ℂ)
    (hT : ∀ a b r, u (shift a b r) = χ a b • u r) :
    ∃ D : p2gg →* Matrix (Fin n) (Fin n) ℂ, ∀ a b, D (T a b) = χ a b • 1 := by
  -- the mixing matrix of g, read off at the points p
  let M (g : Equiv.Perm (ℝ × ℝ)) : Matrix (Fin n) (Fin n) ℂ := Matrix.of fun i j => u (g (p j)) i
  have M1 : M 1 = 1 := by
    ext i j
    exact hp i j
  have Mm {g : Equiv.Perm (ℝ × ℝ)} {C : Matrix (Fin n) (Fin n) ℂ}
      (h : ∀ r, u (g r) = C *ᵥ u r) (k : Equiv.Perm (ℝ × ℝ)) : M (g * k) = C * M k := by
    ext i j
    exact congrFun (h (k (p j))) i
  have hM (g : Equiv.Perm (ℝ × ℝ)) (hg : g ∈ p2gg) : ∀ r, u (g r) = M g *ᵥ u r := by
    unfold p2gg at hg
    induction hg using Subgroup.closure_induction with
    | mem x hx =>
      simp only [Set.mem_insert_iff, Set.mem_singleton_iff] at hx
      rcases hx with rfl | rfl
      · have e : M glideX = A := by simpa only [mul_one, M1] using Mm hA 1
        rwa [e]
      · have e : M glideY = B := by simpa only [mul_one, M1] using Mm hB 1
        rwa [e]
    | one =>
      intro r
      change u r = _
      rw [M1, one_mulVec]
    | mul x y _ _ ihx ihy =>
      intro r
      change u (x (y r)) = _
      rw [Mm ihx, ← mulVec_mulVec, ← ihy, ← ihx]
    | inv x _ ihx =>
      intro r
      have h1 : M x * M x⁻¹ = 1 := by rw [← Mm ihx, mul_inv_cancel, M1]
      have h3 := ihx (x⁻¹ r)
      rw [show x (x⁻¹ r) = r from x.apply_symm_apply r] at h3
      rw [h3, mulVec_mulVec, mul_eq_one_comm.1 h1, one_mulVec]
  refine ⟨{ toFun := fun g => M g, map_one' := M1,
            map_mul' := fun g k => Mm (hM g g.2) k }, fun a b => ?_⟩
  ext i j
  change u (shift a b (p j)) i = χ a b * (1 : Matrix (Fin n) (Fin n) ℂ) i j
  rw [hT, Pi.smul_apply, hp, smul_eq_mul]

/-- How cos πx and sin πx change under x ↦ x + 1/2, x ↦ -x + 1/2 and x ↦ x + a
with a an integer. -/
theorem harmonics (x : ℝ) :
    (Real.cos (π * (x + 1 / 2)) = -Real.sin (π * x) ∧
      Real.sin (π * (x + 1 / 2)) = Real.cos (π * x)) ∧
    (Real.cos (π * (-x + 1 / 2)) = Real.sin (π * x) ∧
      Real.sin (π * (-x + 1 / 2)) = Real.cos (π * x)) ∧
    ∀ a : ℤ, Real.cos (π * (x + a)) = (-1) ^ a * Real.cos (π * x) ∧
      Real.sin (π * (x + a)) = (-1) ^ a * Real.sin (π * x) := by
  rw [show π * (x + 1 / 2) = π * x + π / 2 by ring,
    show π * (-x + 1 / 2) = π / 2 - π * x by ring]
  refine ⟨⟨Real.cos_add_pi_div_two _, Real.sin_add_pi_div_two _⟩,
    ⟨Real.cos_pi_div_two_sub _, Real.sin_pi_div_two_sub _⟩, fun a => ?_⟩
  rw [show π * (x + a) = π * x + a * π by ring]
  exact ⟨Real.cos_add_int_mul_pi _ _, Real.sin_add_int_mul_pi _ _⟩

/-- The pair of functions cos πx, sin πx. -/
def pair (r : ℝ × ℝ) : Fin 2 → ℂ := ![(Real.cos (π * r.1) : ℂ), (Real.sin (π * r.1) : ℂ)]

/-- A two-dimensional representation with translations acting as (-1)^a exists. -/
theorem exists_two_dimensional : ∃ D : p2gg →* Matrix (Fin 2) (Fin 2) ℂ,
    ∀ a b : ℤ, D (T a b) = ((-1 : ℂ) ^ a) • 1 := by
  have hc : Real.cos (π * 2⁻¹) = 0 := by rw [← div_eq_mul_inv, Real.cos_pi_div_two]
  have hs : Real.sin (π * 2⁻¹) = 1 := by rw [← div_eq_mul_inv, Real.sin_pi_div_two]
  refine rep_of_multiplet pair ![(0, 0), (2⁻¹, 0)] ?_ !![0, -1; 1, 0] !![0, 1; 1, 0]
    (fun r => ?_) (fun r => ?_) (fun a _ => (-1) ^ a) (fun a b r => ?_)
  · intro i j
    fin_cases i <;> fin_cases j <;> simp [pair, hc, hs, -Complex.ofReal_cos, -Complex.ofReal_sin]
  · simp only [pair, glideX, Equiv.coe_fn_mk, harmonics]
    ext i
    fin_cases i <;> simp [Matrix.mulVec, dotProduct, Fin.sum_univ_two]
  · simp only [pair, glideY, Equiv.coe_fn_mk, harmonics]
    ext i
    fin_cases i <;> simp [Matrix.mulVec, dotProduct, Fin.sum_univ_two]
  · simp only [pair, shift, Equiv.coe_fn_mk, harmonics]
    ext i
    fin_cases i <;> simp

/-- The function cos πx cos πy + i sin πx sin πy. -/
def single (r : ℝ × ℝ) : ℂ :=
  (Real.cos (π * r.1) : ℂ) * (Real.cos (π * r.2) : ℂ) +
    Complex.I * ((Real.sin (π * r.1) : ℂ) * (Real.sin (π * r.2) : ℂ))

/-- A one-dimensional representation with translations acting as (-1)^(a+b) exists. -/
theorem exists_one_dimensional : ∃ D : p2gg →* Matrix (Fin 1) (Fin 1) ℂ,
    ∀ a b : ℤ, D (T a b) = ((-1 : ℂ) ^ (a + b)) • 1 := by
  -- both glides multiply the function by i
  have hX (r : ℝ × ℝ) : single (glideX r) = Complex.I * single r := by
    simp only [single, glideX, Equiv.coe_fn_mk, harmonics, mul_neg, Real.sin_neg,
      Real.cos_neg, Complex.ofReal_neg]
    linear_combination
      (-((Real.sin (π * r.1) : ℂ) * (Real.sin (π * r.2) : ℂ))) * Complex.I_sq
  have hY (r : ℝ × ℝ) : single (glideY r) = Complex.I * single r := by
    simp only [single, glideY, Equiv.coe_fn_mk, harmonics, mul_neg, Real.sin_neg,
      Real.cos_neg, Complex.ofReal_neg]
    linear_combination
      (-((Real.sin (π * r.1) : ℂ) * (Real.sin (π * r.2) : ℂ))) * Complex.I_sq
  refine rep_of_multiplet (fun r _ => single r) (fun _ => (0, 0)) ?_
    (Matrix.of fun _ _ => Complex.I) (Matrix.of fun _ _ => Complex.I)
    (fun r => ?_) (fun r => ?_) (fun a b => (-1) ^ (a + b)) (fun a b r => ?_)
  · intro i j
    obtain rfl := Subsingleton.elim i j
    simp [single]
  · funext i
    simp [Matrix.mulVec, dotProduct, hX]
  · funext i
    simp [Matrix.mulVec, dotProduct, hY]
  · funext i
    simp only [single, shift, Equiv.coe_fn_mk, harmonics, Pi.smul_apply, smul_eq_mul]
    rw [zpow_add₀ (by norm_num : (-1 : ℂ) ≠ 0)]
    push_cast
    ring

end

end GlideBandSticking
```

```lean
#print axioms GlideBandSticking.even_dimension
#print axioms GlideBandSticking.exists_two_dimensional
#print axioms GlideBandSticking.exists_one_dimensional
```

```
'GlideBandSticking.even_dimension' depends on axioms: [propext, Classical.choice, Quot.sound]
'GlideBandSticking.exists_two_dimensional' depends on axioms: [propext, Classical.choice, Quot.sound]
'GlideBandSticking.exists_one_dimensional' depends on axioms: [propext, Classical.choice, Quot.sound]
```

## From the glide relations to the parity

`glide_relations` verifies the three products by comparing coordinates. `shift_mem` then shows that every integer translation belongs to the generated group: the squares of the glides supply the two unit translations, and induction over the integers supplies their multiples. The definition of `T a b` uses this lemma as the proof that the translation is an element of `p2gg`.

`glides_anticommute` applies `D` to the third relation and uses `h` for the translation (1, −1). In `even_dimension`, the auxiliary statement `hdet` obtains nonzero determinants from D(g)D(g⁻¹) = 1. The proof next takes determinants of the anticommutation relation. If n were odd, the product of the two determinants would equal its own negative and so vanish, which contradicts `hdet`.

## From functions to representations

`rep_of_multiplet` turns a column of functions into a homomorphism. Its inputs are the functions `u`, the mixing matrices `A` and `B` of the two glides, the translation phases `χ`, and points `p` at which the column takes the values of the standard basis vectors.

`harmonics` collects the trigonometric shifts used above. `exists_two_dimensional` applies the construction to `pair`, with the points (0, 0) and (1/2, 0), where u equals (1, 0) and (0, 1). `exists_one_dimensional` applies it to `single`, which is φ, with the point (0, 0), where φ = 1. Its statements `hX` and `hY` are the two computations that gave the factor i.

## A closer look at `Subgroup.closure_induction`

An element of `p2gg` can be written as a product of glides in many ways. Assigning matrices to the glides and multiplying along a word would require a proof that different words for the same motion give the same matrix. The file avoids this by defining the matrix from the motion itself: column j of `M g` is the value of u at the point g(pⱼ).

This defines `M g` for every bijection of the plane, although most bijections do not mix the functions linearly. What must be shown is that

u(gr) = M(g)u(r) for all r

whenever g lies in the group. `Subgroup.closure_induction` reduces this to four cases:

- For a glide, evaluation at the points `p` identifies `M g` with `A` or `B`.
- For the identity, the values of u at the points `p` give the identity matrix.
- For a product, the rule `Mm` gives M(gh) = M(g)M(h) as soon as g mixes the functions linearly.
- For an inverse, the same rule gives M(g)M(g⁻¹) = 1. Square matrices over ℂ that satisfy this also satisfy M(g⁻¹)M(g) = 1, which is the order needed to recover u(g⁻¹r) from u(r).

With the linear mixing established throughout the group, `Mm` also supplies the multiplication law of the homomorphism. Evaluating a translated column at the points `p` then gives χ(a, b) times the identity matrix.
